# An imaginary antisymmetric spin-orbit term never raises the lowest eigenvalue of a real symmetric Hamiltonian matrix

I have a one-electron Hamiltonian for a low-symmetry molecule containing a heavy atom, in a basis of real Gaussian functions, and I add the spin-orbit part of the heavy atom's core potential. For now I keep only the part that is diagonal in spin, proportional to l_z s_z. For spin up, this turns my real symmetric matrix H into H + iA, with A real and antisymmetric. The lowest eigenvector of H can be chosen real, and in a real vector the new term has expectation value zero. So the ground orbital seems not to feel the coupling at all, yet when I diagonalise, the lowest level has moved down. Can it ever move up, for instance when the coupling is strong? And when is it certain to move?

## The old ground vector as a trial vector

It cannot move up, whatever the strength of the coupling. It certainly moves down if H has at least one real ground vector v with Av ≠ 0. The zero expectation value is what gives the first statement: the old ground vector is a trial vector for the new Hamiltonian, and its energy has not changed.

Let E₀ be the lowest eigenvalue of H and E₁ that of H + iA. The new matrix is Hermitian, because

(H + iA)† = Hᵀ − iAᵀ = H + iA.

It therefore has an orthonormal basis of eigenvectors u_j with real eigenvalues e_j ≥ E₁. For any vector x with components c_j in that basis,

x†(H + iA − E₁)x = Σ_j (e_j − E₁)|c_j|² ≥ 0.

This is the variational principle. If the sum is zero, x contains only eigenvectors with e_j = E₁, so (H + iA − E₁)x = 0.

For a real vector v, moving A to the other side of the product gives

vᵀAv = (Aᵀv)ᵀv = −(Av)ᵀv = −vᵀAv,

and hence vᵀAv = 0.

A real ground vector exists. Take any complex w ≠ 0 with Hw = E₀w and write w = x + iy with x and y real. Since H and E₀ are real, the two parts separate into Hx = E₀x and Hy = E₀y, and at least one of x and y is nonzero. Call that one v. Then

0 ≤ vᵀ(H + iA − E₁)v = vᵀHv − E₁vᵀv = (E₀ − E₁)vᵀv.

Because vᵀv > 0, it follows that E₁ ≤ E₀.

Now let v be a real ground vector with Av ≠ 0, and suppose that E₁ = E₀. The expression just written is then zero, so v is an eigenvector of the new matrix:

(H + iA − E₀)v = 0.

Since Hv = E₀v, what remains is iAv = 0, which contradicts Av ≠ 0. Hence E₁ < E₀. In physical terms, the old ground vector still has mean energy E₀, but it is no longer stationary, so some other vector must have a lower energy.

### Two and three levels by hand

Take two real orbitals with energies 0 and 3, coupled by

A = (0, −2; 2, 0), with rows separated by the semicolon.

The ground vector of H is v = (1, 0), and Av = (0, 2) is not zero. The eigenvalues of H + iA solve

λ² − 3λ − 4 = 0,

so they are −1 and 4, and the ground level falls from 0 to −1. The new normalised ground vector is (2, −i)/√5. In it H has the expectation value 3/5 and iA has −8/5. The orbital has become complex: it pays 3/5 to mix in the upper level and gains 8/5 from the spin-orbit term.

The condition Av ≠ 0 is sufficient for a drop but not necessary. With three levels at 0, 1 and 1, and a coupling of strength 2 between the upper two only, A annihilates the ground vector. The upper pair nevertheless splits into 3 and −1, and the lower of these becomes the new ground level.

## The matrices and levels in Lean

The following file states and proves the result for matrices of any finite size.

```lean
import Mathlib

open Matrix
open scoped ComplexOrder

namespace SpinOrbitLowering

variable {n : Type*} [Fintype n] [DecidableEq n]

/-- The Hamiltonian `H + iA`, with a real matrix `H` and a spin-orbit term `iA` built from a
real matrix `A`. -/
noncomputable def withSpinOrbit (H A : Matrix n n ℝ) : Matrix n n ℂ :=
  H.map Complex.ofReal + Complex.I • A.map Complex.ofReal

/-- The real number `e` is an eigenvalue of `M`: some nonzero complex vector `v` has
`M v = e v`. -/
def IsEigenvalue (M : Matrix n n ℂ) (e : ℝ) : Prop :=
  ∃ v : n → ℂ, v ≠ 0 ∧ M *ᵥ v = (e : ℂ) • v

/-- `E` is the least of the real eigenvalues of `M`. -/
def IsLowestEigenvalue (M : Matrix n n ℂ) (E : ℝ) : Prop :=
  IsLeast {e : ℝ | IsEigenvalue M e} E

/-- A real vector regarded as a complex one. -/
def complexify (v : n → ℝ) : n → ℂ := fun i => (v i : ℂ)

omit [Fintype n] [DecidableEq n] in
/-- For symmetric `H` and antisymmetric `A`, the matrix `H + iA` is Hermitian. -/
theorem withSpinOrbit_isHermitian {H A : Matrix n n ℝ} (hH : Hᵀ = H) (hA : Aᵀ = -A) :
    (withSpinOrbit H A).IsHermitian := by
  refine Matrix.IsHermitian.ext fun i j => ?_
  have h1 : H j i = H i j := congrFun (congrFun hH i) j
  have h2 : A j i = -A i j := congrFun (congrFun hA i) j
  simp [withSpinOrbit, h1, h2]

/-- Each number in the spectral decomposition of a Hermitian matrix is an eigenvalue. -/
theorem isEigenvalue_eigenvalues {M : Matrix n n ℂ} (hM : M.IsHermitian) (j : n) :
    IsEigenvalue M (hM.eigenvalues j) := by
  refine ⟨(hM.eigenvectorBasis j).ofLp, fun h => ?_, ?_⟩
  · apply hM.eigenvectorBasis.orthonormal.ne_zero j
    ext i
    exact congrFun h i
  · ext i
    have h := congrFun (hM.mulVec_eigenvectorBasis j) i
    simpa only [Pi.smul_apply, Complex.real_smul, smul_eq_mul] using h

/-- Every Hermitian matrix of nonzero size has a lowest eigenvalue. -/
theorem exists_lowestEigenvalue [Nonempty n] {M : Matrix n n ℂ} (hM : M.IsHermitian) :
    ∃ E, IsLowestEigenvalue M E := by
  -- eigenvalues are roots of the characteristic polynomial, hence finite in number
  have hfin : {e : ℝ | IsEigenvalue M e}.Finite := by
    refine ((M.charpoly.roots.toFinset.finite_toSet).preimage
      Complex.ofReal_injective.injOn).subset ?_
    rintro e ⟨v, hv, h⟩
    simp only [Set.mem_preimage, Finset.mem_coe, Multiset.mem_toFinset]
    rw [Polynomial.mem_roots M.charpoly_monic.ne_zero, Polynomial.IsRoot, Matrix.eval_charpoly]
    refine Matrix.exists_mulVec_eq_zero_iff.mp ⟨v, hv, ?_⟩
    rw [Matrix.sub_mulVec, h]
    ext i
    simp [Matrix.scalar_apply]
  obtain ⟨E, hE, hmin⟩ := Set.exists_min_image _ id hfin
    ⟨_, isEigenvalue_eigenvalues hM (Classical.arbitrary n)⟩
  exact ⟨E, hE, fun e he => hmin e he⟩

/-- Variational principle: a Hermitian matrix minus its lowest eigenvalue is positive
semidefinite. -/
theorem sub_lowest_posSemidef {M : Matrix n n ℂ} (hM : M.IsHermitian) {E : ℝ}
    (hE : IsLowestEigenvalue M E) : (M - (E : ℂ) • (1 : Matrix n n ℂ)).PosSemidef := by
  have hS : (M - (E : ℂ) • (1 : Matrix n n ℂ)).IsHermitian := by
    refine hM.sub ?_
    rw [Matrix.IsHermitian, Matrix.conjTranspose_smul, Matrix.conjTranspose_one]
    simp
  rw [hS.posSemidef_iff_eigenvalues_nonneg]
  intro j
  obtain ⟨w, hw, h⟩ := isEigenvalue_eigenvalues hS j
  rw [Matrix.sub_mulVec, Matrix.smul_mulVec, Matrix.one_mulVec] at h
  -- shifting back gives an eigenvalue of M
  have hle : E ≤ hS.eigenvalues j + E := hE.2 ⟨w, hw, by
    rw [Complex.ofReal_add, add_smul, ← h, sub_add_cancel]⟩
  change (0 : ℝ) ≤ hS.eigenvalues j
  linarith

omit [DecidableEq n] in
/-- On a real vector `v`, the matrix `H + iA` gives `Hv` as real part and `Av` as imaginary
part. -/
theorem withSpinOrbit_mulVec (H A : Matrix n n ℝ) (v : n → ℝ) (i : n) :
    (withSpinOrbit H A *ᵥ complexify v) i
      = ((H *ᵥ v) i : ℂ) + Complex.I * ((A *ᵥ v) i : ℂ) := by
  simp [withSpinOrbit, complexify, Matrix.mulVec, dotProduct, add_mul,
    Finset.sum_add_distrib, Finset.mul_sum, mul_assoc]

/-- For antisymmetric `A` and a real vector `v`, not necessarily normalised, the spin-orbit term
drops out of the form `v†(H + iA - E)v`, which equals `vᵀHv - E vᵀv`. -/
theorem expectation_real (H : Matrix n n ℝ) {A : Matrix n n ℝ} (hA : Aᵀ = -A)
    (v : n → ℝ) (E : ℝ) :
    star (complexify v) ⬝ᵥ ((withSpinOrbit H A - (E : ℂ) • (1 : Matrix n n ℂ)) *ᵥ complexify v)
      = ((v ⬝ᵥ H *ᵥ v - E * (v ⬝ᵥ v) : ℝ) : ℂ) := by
  have h0 : v ⬝ᵥ A *ᵥ v = 0 := by
    have h : v ⬝ᵥ A *ᵥ v = -(v ⬝ᵥ A *ᵥ v) := by
      calc v ⬝ᵥ A *ᵥ v = (Aᵀ *ᵥ v) ⬝ᵥ v := by
            rw [Matrix.dotProduct_mulVec, Matrix.mulVec_transpose]
        _ = -(v ⬝ᵥ A *ᵥ v) := by
            rw [hA, Matrix.neg_mulVec, neg_dotProduct, dotProduct_comm]
    linarith
  have hc : ∑ i, (v i : ℂ) * ((A *ᵥ v) i : ℂ) = 0 := by
    have h : ∑ i, v i * (A *ᵥ v) i = 0 := h0
    exact_mod_cast h
  have hsum : ∀ x : n → ℝ, ((v ⬝ᵥ x : ℝ) : ℂ) = ∑ i, (v i : ℂ) * (x i : ℂ) := by
    intro x
    rw [dotProduct, Complex.ofReal_sum]
    exact Finset.sum_congr rfl fun i _ => Complex.ofReal_mul _ _
  rw [Complex.ofReal_sub, Complex.ofReal_mul, hsum, hsum, Matrix.sub_mulVec,
    Matrix.smul_mulVec, Matrix.one_mulVec, dotProduct_sub, dotProduct_smul, smul_eq_mul]
  have h1 : star (complexify v) ⬝ᵥ (withSpinOrbit H A *ᵥ complexify v)
      = ∑ i, (v i : ℂ) * ((H *ᵥ v) i : ℂ)
        + Complex.I * ∑ i, (v i : ℂ) * ((A *ᵥ v) i : ℂ) := by
    rw [dotProduct, Finset.mul_sum, ← Finset.sum_add_distrib]
    refine Finset.sum_congr rfl fun i _ => ?_
    rw [withSpinOrbit_mulVec]
    simp only [complexify, Pi.star_apply, RCLike.star_def, Complex.conj_ofReal]
    ring
  have h2 : star (complexify v) ⬝ᵥ complexify v = ∑ i, (v i : ℂ) * (v i : ℂ) := by
    simp only [dotProduct, complexify, Pi.star_apply, RCLike.star_def, Complex.conj_ofReal]
  rw [h1, h2, hc, mul_zero, add_zero]

omit [DecidableEq n] in
/-- Every real eigenvalue of a real matrix has a real eigenvector. -/
theorem exists_real_eigenvector {H : Matrix n n ℝ} {E : ℝ}
    (h : IsEigenvalue (H.map Complex.ofReal) E) : ∃ v : n → ℝ, v ≠ 0 ∧ H *ᵥ v = E • v := by
  obtain ⟨w, hw, h⟩ := h
  by_cases hr : (fun i => (w i).re) = 0
  · refine ⟨fun i => (w i).im, fun hi => hw ?_, ?_⟩
    · ext i
      exact Complex.ext (congrFun hr i) (congrFun hi i)
    · ext i
      have := congrArg Complex.im (congrFun h i)
      simpa [Matrix.mulVec, dotProduct] using this
  · refine ⟨fun i => (w i).re, hr, ?_⟩
    ext i
    have := congrArg Complex.re (congrFun h i)
    simpa [Matrix.mulVec, dotProduct] using this

/-- For symmetric `H` and antisymmetric `A`, the lowest eigenvalue of `H + iA` is at most that
of `H`, and is strictly lower if some real ground vector `v` of `H` has `Av ≠ 0`. -/
theorem spinOrbit_lowers_ground {H A : Matrix n n ℝ} (hH : Hᵀ = H) (hA : Aᵀ = -A)
    {E₀ E₁ : ℝ} (h₀ : IsLowestEigenvalue (H.map Complex.ofReal) E₀)
    (h₁ : IsLowestEigenvalue (withSpinOrbit H A) E₁) :
    E₁ ≤ E₀ ∧ ((∃ v : n → ℝ, H *ᵥ v = E₀ • v ∧ A *ᵥ v ≠ 0) → E₁ < E₀) := by
  have hP := sub_lowest_posSemidef (withSpinOrbit_isHermitian hH hA) h₁
  have hle : E₁ ≤ E₀ := by
    -- a real ground vector of H serves as trial vector
    obtain ⟨v, hv, hHv⟩ := exists_real_eigenvector h₀.1
    have h := hP.dotProduct_mulVec_nonneg (complexify v)
    rw [expectation_real H hA, hHv, dotProduct_smul, smul_eq_mul] at h
    have h' : 0 ≤ E₀ * (v ⬝ᵥ v) - E₁ * (v ⬝ᵥ v) := by exact_mod_cast h
    have hnn : 0 ≤ v ⬝ᵥ v := Finset.sum_nonneg fun i _ => mul_self_nonneg (v i)
    have hpos : 0 < v ⬝ᵥ v :=
      lt_of_le_of_ne hnn fun h0 => hv (dotProduct_self_eq_zero.mp h0.symm)
    by_contra hlt
    nlinarith [mul_pos (sub_pos.mpr (not_le.mp hlt)) hpos]
  refine ⟨hle, ?_⟩
  rintro ⟨v, hHv, hAv⟩
  refine lt_of_le_of_ne hle fun heq => hAv ?_
  -- equality would make v an eigenvector of H + iA
  have hz := (hP.dotProduct_mulVec_zero_iff (complexify v)).mp (by
    rw [expectation_real H hA, hHv, dotProduct_smul, smul_eq_mul, heq, sub_self,
      Complex.ofReal_zero])
  rw [Matrix.sub_mulVec, Matrix.smul_mulVec, Matrix.one_mulVec] at hz
  ext i
  have hi := congrArg Complex.im (congrFun hz i)
  rw [Pi.sub_apply, withSpinOrbit_mulVec] at hi
  simpa [complexify] using hi

end SpinOrbitLowering
```

```lean
#print axioms SpinOrbitLowering.exists_lowestEigenvalue
-- 'SpinOrbitLowering.exists_lowestEigenvalue' depends on axioms: [propext, Classical.choice, Quot.sound]
#print axioms SpinOrbitLowering.spinOrbit_lowers_ground
-- 'SpinOrbitLowering.spinOrbit_lowers_ground' depends on axioms: [propext, Classical.choice, Quot.sound]
```

The final theorem, `spinOrbit_lowers_ground`, reads as follows. Let `H` be a real matrix equal to its transpose and `A` a real matrix equal to minus its transpose. Let `E₀` be the lowest eigenvalue of `H`, regarded as a complex matrix, and `E₁` that of `H + iA`. Then `E₁ ≤ E₀`, and if there is a real vector `v` with `H *ᵥ v = E₀ • v` and `A *ᵥ v ≠ 0`, then `E₁ < E₀`.

The type `n` labels the basis functions, and `withSpinOrbit H A` is the Hamiltonian for one spin component. The strength of the coupling is contained in `A`. For the other spin component the sign of `A` is reversed, and the theorem applies to that matrix as well.

`IsEigenvalue M e` says that the real number `e` has a nonzero complex eigenvector, and `IsLowestEigenvalue M E` says that `E` is the least such number. For a Hermitian matrix all eigenvalues are real, so this is the usual ground level. The theorem takes `E₀` and `E₁` as given; `exists_lowestEigenvalue` supplies them whenever there is at least one basis function. With exactly one, antisymmetry forces `A` to be zero and the two levels coincide.

The ground level of `H` may be degenerate, and then a single suitable `v` in its eigenspace is enough. There is no need to require `v` to be nonzero, since `A *ᵥ v ≠ 0` implies it.

The model fixes several things about the physics:

- The basis is orthonormal. Gaussian functions overlap, but orthogonalising them with a real transformation keeps H symmetric and A antisymmetric.
- The symmetry of `H` and the antisymmetry of `A` are hypotheses. They stand for a Hermitian operator with real matrix elements and one with purely imaginary matrix elements, as l_z has between real functions.
- The parts of the spin-orbit operator that flip the spin, containing l_x and l_y, are absent.
- `H` is the same matrix with and without the coupling, so there is no self-consistent response of the other electrons.

For electronic structure practice this gives a simple check: in a finite one-electron model with fixed H and only the spin-diagonal coupling, a lowest level that rises by more than rounding error when the coupling is switched on points to a mistake, such as a coupling matrix with a real part. The check cannot detect a wrong overall sign of A, because H − iA is the complex conjugate of H + iA and has the same eigenvalues.

## From the semidefinite form to the imaginary part

`withSpinOrbit_isHermitian` compares the entries `i j` and `j i` of H + iA, using the two symmetry hypotheses.

`isEigenvalue_eigenvalues` connects Mathlib's spectral decomposition with the definition of an eigenvalue used here. `exists_lowestEigenvalue` then argues that the eigenvalues are roots of the characteristic polynomial, so they form a finite set. The set is not empty, and a finite nonempty set of real numbers has a least element.

`sub_lowest_posSemidef` is the variational principle. Instead of expanding a vector in eigenvectors, it uses Mathlib's criterion that a Hermitian matrix is positive semidefinite exactly when its eigenvalues are nonnegative. An eigenvalue of M − E becomes an eigenvalue of M when E is added back, so it cannot be negative.

`withSpinOrbit_mulVec` states that H + iA acting on a real vector gives Hv as real part and Av as imaginary part. Here `complexify` is the real vector read as a complex one.

`expectation_real` computes the form v†(H + iA − E)v for real v and finds vᵀHv − E vᵀv. The vector need not be normalised; if v ≠ 0, dividing by vᵀv turns this into the mean energy of H minus E. The step `h0` is the argument that vᵀAv equals its own negative, and the remaining lines carry the real sums over to complex numbers.

`exists_real_eigenvector` splits a complex eigenvector as above. If its real part is zero, the imaginary part is taken, which must then be nonzero; otherwise the real part is taken.

In the final theorem, `hP` is the semidefiniteness of H + iA − E₁. For the first claim it is applied to a real ground vector, which gives 0 ≤ E₀ vᵀv − E₁ vᵀv. With vᵀv > 0, `nlinarith` refutes the assumption that E₀ < E₁. For the second claim the proof assumes equality. The form then vanishes at v, and `dotProduct_mulVec_zero_iff` turns this into the eigenvector equation `hz`. Taking the imaginary part of each component leaves Av = 0, against the hypothesis.

## Other couplings with zero mean in the ground state

The same argument works for any Hermitian perturbation B, real or complex, whose expectation value vanishes in some ground vector v of a Hermitian H. With E₁ now the lowest eigenvalue of H + B,

0 ≤ v†(H + B − E₁)v = (E₀ − E₁)v†v,

so the lowest level does not rise, and it falls if Bv ≠ 0. An example is a uniform electric field along a direction in which the ground state has no dipole moment, described in a fixed finite basis. This more general version is an argument by hand only; the Lean theorem is about B = iA.
